# Kinetic balance: an orthonormal small-component basis gives the full nonrelativistic kinetic energy matrix exactly when its span contains σ·p of every large-component basis function

## Choosing the small-component basis

When a four-component calculation is set up, the large-component basis is usually chosen first, and a small-component basis has to be found to go with it. A common recipe applies $\sigma\cdot p$ to each large-component function and makes sure that the results lie in the span of the small-component basis. Here $\sigma$ is the vector of Pauli matrices and $p$ is the momentum. The recipe is called kinetic balance.

Its effect can be read off from the Dirac equation. In atomic units, with the energy measured from the electron's rest energy, the lower equation for the large component $\varphi$ and the small component $\chi$ is

$$c\,\sigma\cdot p\,\varphi + (V-2c^2)\chi = E\chi ,$$

where $c$ is the speed of light, $V$ the potential and $E$ the energy. If $V$ and $E$ are small compared with $2c^2$, then $\chi\approx\sigma\cdot p\,\varphi/(2c)$. The term $c\,\sigma\cdot p\,\chi$ in the upper equation then becomes $(\sigma\cdot p)^2\varphi/2$, which is the nonrelativistic kinetic energy.

In a finite basis, $\chi$ can only follow $\sigma\cdot p\,\varphi$ as far as the small-component functions allow. Let $P$ be the matrix of $\sigma\cdot p$ from the large-component basis into the full small-component space, written in an orthonormal basis of that space. Let the columns of $Q$ be the orthonormal small-component functions in use, so that $Q^\dagger Q=1$. For a large component with coefficient vector $x$, the small-component coefficients are $Q^\dagger Px/(2c)$. Elimination of the small component therefore gives the matrix $P^\dagger QQ^\dagger P/2$ in place of $P^\dagger P/2$.

## What is compared, and how Lean states it

The theorem says that

$$\tfrac12P^\dagger QQ^\dagger P\;\le\;\tfrac12P^\dagger P ,$$

with equality if and only if every column of $P$ lies in the column space of $Q$. The order is the Loewner order: $A\le B$ means that $B-A$ is positive semidefinite.

In the Lean file, the finite index types `m`, `n` and `k` label the full small-component space, the large-component basis and the chosen small-component basis. The two kinetic energy matrices are `kineticEnergy P` and `basisKineticEnergy P Q`. The hypothesis `hQ : Qᴴ * Q = 1` is the orthonormality of the small-component functions. Gaussian basis functions are in general not orthogonal, but linearly independent ones can be orthonormalised without changing their span, and for a given $P$ the matrix $P^\dagger QQ^\dagger P/2$ depends only on that span. The inequality appears as `PosSemidef` of the difference, and the column condition reads `∀ j, ∃ c : k → ℂ, Q *ᵥ c = fun i => P i j`: for each large-component function $j$ there is a coefficient vector `c`, not to be confused with the speed of light, that reproduces column $j$ of $P$.

The small-component space is finite-dimensional in this model. For finitely many basis functions this costs little, because the functions $\sigma\cdot p\,\varphi_j$ and the chosen small-component functions together span a finite-dimensional space, which can serve as the full one. $P^\dagger P$ then contains the exact inner products of the functions $\sigma\cdot p\,\varphi_j$.

The large-component basis need not be orthonormal. If $S$ is its overlap matrix, the kinetic energy of a normalised state is $x^\dagger Tx/x^\dagger Sx$, with $T$ one of the two matrices above. The theorems compare the numerators, and the denominator is the same on both sides.

The matrices describe the one-electron kinetic energy in the nonrelativistic limit. The potential in the small-component equation, which ZORA retains, is absent, and so are the eigenvalues of the Dirac matrix at a finite speed of light. The theorem thus supports kinetic balance as a condition for the correct nonrelativistic limit of the kinetic energy, and it gives no variational bound for a Dirac calculation.

## The missing energy is a square

Define the residual

$$R=P-QQ^\dagger P ,$$

the part of $\sigma\cdot p$ that the small-component basis misses. It is orthogonal to that basis:

$$Q^\dagger R=Q^\dagger P-(Q^\dagger Q)Q^\dagger P=Q^\dagger P-Q^\dagger P=0 .$$

Since $R^\dagger=P^\dagger-P^\dagger QQ^\dagger$, it follows that

$$R^\dagger R=P^\dagger R-P^\dagger Q(Q^\dagger R)=P^\dagger R=P^\dagger P-P^\dagger QQ^\dagger P .$$

Division by two gives the missing kinetic energy:

$$\tfrac12P^\dagger P-\tfrac12P^\dagger QQ^\dagger P=\tfrac12R^\dagger R .$$

For every $x$ we have $x^\dagger R^\dagger Rx=\|Rx\|^2\ge0$, so the difference is positive semidefinite.

Equality of the two matrices means $R^\dagger R=0$. The diagonal entries of $R^\dagger R$ are the squared norms of the columns of $R$, so this happens only if $R=0$.

It remains to connect $R=0$ with the column condition. If $R=0$, then $P=Q(Q^\dagger P)$, and column $j$ of $P$ is $Q$ applied to column $j$ of $Q^\dagger P$. Conversely, if every column of $P$ is a combination of the columns of $Q$, collect the coefficients in a matrix $C$, so that $P=QC$. Then

$$R=QC-Q(Q^\dagger Q)C=QC-QC=0 .$$

## A single state, and a smaller basis

For one large component $x$, the same identity gives

$$x^\dagger\left(\tfrac12P^\dagger P-\tfrac12P^\dagger QQ^\dagger P\right)x=\tfrac12\|Rx\|^2 .$$

The expectation value is therefore exact if and only if $Rx=0$, that is, $Px=QQ^\dagger Px$. This holds exactly when $Px$ lies in the column space of $Q$: if $Px=Qc$ for some coefficient vector $c$, then $QQ^\dagger Px=Q(Q^\dagger Q)c=Qc=Px$. A basis can thus be exact for one state and deficient for another.

Now let the small-component basis be reduced to combinations $QW$ of its members, with $W^\dagger W=1$. Put $P'=Q^\dagger P$. The inequality for $P'$ and $W$ reads

$$\tfrac12P'^\dagger WW^\dagger P'\le\tfrac12P'^\dagger P' ,$$

and after insertion of $P'$ it becomes

$$\tfrac12P^\dagger(QW)(QW)^\dagger P\le\tfrac12P^\dagger QQ^\dagger P .$$

The smaller basis never raises the kinetic energy matrix. This argument uses only the orthonormality of $W$, and the Lean theorem accordingly makes no assumption on $Q$. If also $Q^\dagger Q=1$, the columns of $QW$ are orthonormal as well, and both sides are projected kinetic energies.

## Keeping only the spin-up small component

For a fixed momentum vector, $\sigma\cdot p$ is the matrix

$$P=\begin{pmatrix}p_z&p_x-ip_y\\p_x+ip_y&-p_z\end{pmatrix}.$$

It is Hermitian, and its square is $p^2$ times the unit matrix, where $p^2=p_x^2+p_y^2+p_z^2$. The full kinetic energy matrix is therefore $p^2/2$ times the unit matrix, with trace $p^2$.

Let $Q$ be the single column $(1,0)^T$. Then $Q^\dagger P$ is the first row of $P$, and the trace of $P^\dagger QQ^\dagger P/2$ is half the squared norm of that row:

$$\tfrac12\left(p_z^2+|p_x-ip_y|^2\right)=\tfrac12p^2 .$$

Half of the trace is lost whenever $p\ne0$. The loss is uneven. The state $x=(p_z,\,p_x+ip_y)^T$ has $Px=(p^2,0)^T$, which lies in the span of $Q$, so its normalised kinetic energy is the correct $p^2/2$. The state $y=(p_x-ip_y,\,-p_z)^T$ has $Py=(0,p^2)^T$, and the spin-up basis assigns it kinetic energy zero.

## The Lean file

```lean
import Mathlib

open Matrix
open scoped ComplexOrder

namespace KineticBalance

noncomputable section

variable {m n k l : Type*} [Fintype m] [Fintype k] [Fintype l]

/-- The nonrelativistic kinetic energy matrix `P†P/2`, where `P` represents `σ·p` as a map from
the large-component basis to the full small-component space. -/
def kineticEnergy (P : Matrix m n ℂ) : Matrix n n ℂ :=
  (1 / 2 : ℂ) • (Pᴴ * P)

/-- The matrix `P†QQ†P/2`. When the columns of `Q` are orthonormal, it is the kinetic energy matrix
obtained by expanding the small component in them. -/
def basisKineticEnergy (P : Matrix m n ℂ) (Q : Matrix m k ℂ) : Matrix n n ℂ :=
  (1 / 2 : ℂ) • (Pᴴ * (Q * (Qᴴ * P)))

/-- The matrix `P - QQ†P`. When the columns of `Q` are orthonormal, it is the part of `σ·p` left
over after projection on their span. -/
def residual (P : Matrix m n ℂ) (Q : Matrix m k ℂ) : Matrix m n ℂ :=
  P - Q * (Qᴴ * P)

/-- The residual is orthogonal to every function of an orthonormal small-component basis. -/
theorem basis_orthogonal_residual [DecidableEq k] (P : Matrix m n ℂ) (Q : Matrix m k ℂ)
    (hQ : Qᴴ * Q = 1) : Qᴴ * residual P Q = 0 := by
  rw [residual, Matrix.mul_sub, ← Matrix.mul_assoc Qᴴ Q, hQ, Matrix.one_mul, sub_self]

/-- The kinetic energy missing in an orthonormal small-component basis is `R†R/2`, with `R` the
residual. -/
theorem missing_kineticEnergy [DecidableEq k] (P : Matrix m n ℂ) (Q : Matrix m k ℂ)
    (hQ : Qᴴ * Q = 1) :
    kineticEnergy P - basisKineticEnergy P Q
      = (1 / 2 : ℂ) • ((residual P Q)ᴴ * residual P Q) := by
  have e : (residual P Q)ᴴ = Pᴴ - (Qᴴ * P)ᴴ * Qᴴ := by
    rw [residual, Matrix.conjTranspose_sub, Matrix.conjTranspose_mul Q]
  -- the projected part drops out by orthogonality
  have h : (residual P Q)ᴴ * residual P Q = Pᴴ * residual P Q := by
    rw [e, Matrix.sub_mul, Matrix.mul_assoc, basis_orthogonal_residual P Q hQ,
      Matrix.mul_zero, sub_zero]
  rw [h, kineticEnergy, basisKineticEnergy, residual, Matrix.mul_sub, smul_sub]

/-- If the columns of `Q` are orthonormal, the residual vanishes exactly when every column of `P` is
a combination of them. -/
theorem residual_eq_zero_iff [DecidableEq k] (P : Matrix m n ℂ) (Q : Matrix m k ℂ)
    (hQ : Qᴴ * Q = 1) :
    residual P Q = 0 ↔ ∀ j, ∃ c : k → ℂ, Q *ᵥ c = fun i => P i j := by
  constructor
  · intro h j
    have h' : P = Q * (Qᴴ * P) := sub_eq_zero.mp h
    refine ⟨fun a => (Qᴴ * P) a j, ?_⟩
    funext i
    exact (congrFun (congrFun h' i) j).symm
  · intro h
    choose c hc using h
    -- collect the expansion coefficients in a matrix
    have hP : P = Q * Matrix.of (fun a j => c j a) := by
      ext i j
      exact (congrFun (hc j) i).symm
    rw [residual, hP, ← Matrix.mul_assoc Qᴴ Q, hQ, Matrix.one_mul, sub_self]

/-- **Kinetic balance.** In an orthonormal small-component basis the kinetic energy matrix lies
below `P†P/2` in the Loewner order, and the two are equal if and only if every column of `P` lies
in the column space of `Q`. -/
theorem kinetic_balance [Fintype n] [DecidableEq k] (P : Matrix m n ℂ) (Q : Matrix m k ℂ)
    (hQ : Qᴴ * Q = 1) :
    (kineticEnergy P - basisKineticEnergy P Q).PosSemidef ∧
    (basisKineticEnergy P Q = kineticEnergy P ↔
      ∀ j, ∃ c : k → ℂ, Q *ᵥ c = fun i => P i j) := by
  have half_pos : (0 : ℂ) ≤ 1 / 2 := by
    rw [Complex.le_def]
    norm_num
  constructor
  · rw [missing_kineticEnergy P Q hQ]
    exact (Matrix.posSemidef_conjTranspose_mul_self (residual P Q)).smul half_pos
  · rw [← residual_eq_zero_iff P Q hQ, eq_comm, ← sub_eq_zero, missing_kineticEnergy P Q hQ,
      smul_eq_zero_iff_right (by norm_num : (1 / 2 : ℂ) ≠ 0),
      Matrix.conjTranspose_mul_self_eq_zero]

/-- For a large component `x` and an orthonormal small-component basis, the missing kinetic energy
is half the squared norm of the residual applied to `x`. -/
theorem missing_energy_of_state [Fintype n] [DecidableEq k] (P : Matrix m n ℂ) (Q : Matrix m k ℂ)
    (hQ : Qᴴ * Q = 1) (x : n → ℂ) :
    star x ⬝ᵥ (kineticEnergy P - basisKineticEnergy P Q) *ᵥ x
      = (1 / 2 : ℂ) * (star (residual P Q *ᵥ x) ⬝ᵥ (residual P Q *ᵥ x)) := by
  rw [missing_kineticEnergy P Q hQ, Matrix.smul_mulVec, dotProduct_smul, smul_eq_mul,
    ← Matrix.mulVec_mulVec, Matrix.dotProduct_mulVec, Matrix.star_mulVec]

/-- In an orthonormal small-component basis, the kinetic energy expectation value of a single large
component `x` is exact if and only if `P x` lies in the column space of `Q`. -/
theorem state_energy_exact_iff [Fintype n] [DecidableEq k] (P : Matrix m n ℂ) (Q : Matrix m k ℂ)
    (hQ : Qᴴ * Q = 1) (x : n → ℂ) :
    star x ⬝ᵥ basisKineticEnergy P Q *ᵥ x = star x ⬝ᵥ kineticEnergy P *ᵥ x ↔
      ∃ c : k → ℂ, Q *ᵥ c = P *ᵥ x := by
  have e : residual P Q *ᵥ x = P *ᵥ x - Q *ᵥ (Qᴴ *ᵥ (P *ᵥ x)) := by
    simp only [residual, Matrix.sub_mulVec, Matrix.mulVec_mulVec]
  -- equal energies mean a residual of zero norm
  have h : star x ⬝ᵥ basisKineticEnergy P Q *ᵥ x = star x ⬝ᵥ kineticEnergy P *ᵥ x ↔
      residual P Q *ᵥ x = 0 := by
    rw [eq_comm, ← sub_eq_zero, ← dotProduct_sub, ← Matrix.sub_mulVec,
      missing_energy_of_state P Q hQ, mul_eq_zero, dotProduct_star_self_eq_zero]
    norm_num
  rw [h, e]
  constructor
  · intro h0
    exact ⟨Qᴴ *ᵥ (P *ᵥ x), (sub_eq_zero.mp h0).symm⟩
  · rintro ⟨c, hc⟩
    rw [← hc, Matrix.mulVec_mulVec c Qᴴ Q, hQ, Matrix.one_mulVec, sub_self]

/-- Replacing `Q` by the combinations `QW` of its columns, with orthonormal coefficient columns `W`,
never raises the matrix `P†QQ†P/2` in the Loewner order. -/
theorem kineticEnergy_mono_basis [Fintype n] [DecidableEq l] (P : Matrix m n ℂ) (Q : Matrix m k ℂ)
    (W : Matrix k l ℂ) (hW : Wᴴ * W = 1) :
    (basisKineticEnergy P Q - basisKineticEnergy P (Q * W)).PosSemidef := by
  -- the larger basis plays the role of the full small-component space
  have h := (kinetic_balance (Qᴴ * P) W hW).1
  have e1 : kineticEnergy (Qᴴ * P) = basisKineticEnergy P Q := by
    simp only [kineticEnergy, basisKineticEnergy, Matrix.conjTranspose_mul,
      Matrix.conjTranspose_conjTranspose, Matrix.mul_assoc]
  have e2 : basisKineticEnergy (Qᴴ * P) W = basisKineticEnergy P (Q * W) := by
    simp only [basisKineticEnergy, Matrix.conjTranspose_mul,
      Matrix.conjTranspose_conjTranspose, Matrix.mul_assoc]
  rwa [e1, e2] at h

/-- The matrix `σ·p` for a momentum vector with components `px`, `py`, `pz`. -/
def sigmaDotP (px py pz : ℝ) : Matrix (Fin 2) (Fin 2) ℂ :=
  !![(pz : ℂ), px - Complex.I * py; px + Complex.I * py, -(pz : ℂ)]

/-- The small-component basis that consists of the spin-up function alone. -/
def spinUp : Matrix (Fin 2) (Fin 1) ℂ := !![1; 0]

/-- The spin-up basis is orthonormal. For `σ·p` the full kinetic energy matrix has trace `p²`, and
the one in the spin-up basis has trace `p²/2`. -/
theorem kinetic_balance_witness (px py pz : ℝ) :
    spinUpᴴ * spinUp = 1 ∧
    (kineticEnergy (sigmaDotP px py pz)).trace = (px : ℂ) ^ 2 + py ^ 2 + pz ^ 2 ∧
    (basisKineticEnergy (sigmaDotP px py pz) spinUp).trace
      = ((px : ℂ) ^ 2 + py ^ 2 + pz ^ 2) / 2 := by
  -- `σ·p` is Hermitian
  have hH : (sigmaDotP px py pz)ᴴ = sigmaDotP px py pz := by
    ext i j
    fin_cases i <;> fin_cases j <;> simp [sigmaDotP, Complex.ext_iff]
  have h00 : sigmaDotP px py pz 0 0 = (pz : ℂ) := rfl
  have h01 : sigmaDotP px py pz 0 1 = px - Complex.I * py := rfl
  have h10 : sigmaDotP px py pz 1 0 = px + Complex.I * py := rfl
  have h11 : sigmaDotP px py pz 1 1 = -(pz : ℂ) := rfl
  have u0 : spinUp 0 0 = 1 := rfl
  have u1 : spinUp 1 0 = 0 := rfl
  refine ⟨?_, ?_, ?_⟩
  · ext i j
    fin_cases i
    fin_cases j
    simp [spinUp, Matrix.mul_apply, Fin.sum_univ_succ]
  · rw [kineticEnergy, hH]
    simp only [Matrix.trace_fin_two, Matrix.smul_apply, smul_eq_mul, Matrix.mul_apply,
      Fin.sum_univ_two, h00, h01, h10, h11]
    linear_combination (-(py : ℂ) ^ 2) * Complex.I_sq
  · rw [basisKineticEnergy, hH]
    simp only [Matrix.trace_fin_two, Matrix.smul_apply, smul_eq_mul, Matrix.mul_apply,
      Fin.sum_univ_two, Fin.sum_univ_one, Matrix.conjTranspose_apply, h00, h01, h10, h11,
      u0, u1, star_one, star_zero]
    linear_combination (-(py : ℂ) ^ 2 / 2) * Complex.I_sq

end

end KineticBalance
```

```lean
#print axioms KineticBalance.kinetic_balance
#print axioms KineticBalance.state_energy_exact_iff
#print axioms KineticBalance.kineticEnergy_mono_basis
```

```
'KineticBalance.kinetic_balance' depends on axioms: [propext, Classical.choice, Quot.sound]
'KineticBalance.state_energy_exact_iff' depends on axioms: [propext, Classical.choice, Quot.sound]
'KineticBalance.kineticEnergy_mono_basis' depends on axioms: [propext, Classical.choice, Quot.sound]
```

## How the proof follows the derivation

`basis_orthogonal_residual` is the computation of $Q^\dagger R=0$. The rewriting distributes $Q^\dagger$ over the difference, regroups the product so that $Q^\dagger Q$ appears, and replaces it by 1 with `hQ`.

`missing_kineticEnergy` proves that the missing energy is $R^\dagger R/2$. Its step `e` writes $R^\dagger$ as $P^\dagger-(Q^\dagger P)^\dagger Q^\dagger$. The factor $(Q^\dagger P)^\dagger$ stays unexpanded, which leaves $Q^\dagger$ on the right, next to $R$ in the product. Step `h` then uses orthogonality to obtain $R^\dagger R=P^\dagger R$, and the last line expands the remaining $R$.

`residual_eq_zero_iff` contains the two directions of the column argument. In the forward direction, the coefficients for column $j$ are the entries `(Qᴴ * P) a j`. In the reverse direction, `choose` selects one coefficient vector for each column, and `hP` assembles them into the matrix called $C$ above. The rest is the cancellation of $Q^\dagger Q$.

`kinetic_balance` combines these results. For the inequality, the difference is replaced by $R^\dagger R/2$; Mathlib supplies the positivity of $R^\dagger R$, and `half_pos` allows the factor one half. For the equality, the column condition is first turned into $R=0$. The equation between the two energy matrices is then written as a vanishing difference, which becomes $R^\dagger R/2=0$. The nonzero factor is removed, and `Matrix.conjTranspose_mul_self_eq_zero` takes $R^\dagger R=0$ to $R=0$.

`missing_energy_of_state` inserts the same identity between $x^\dagger$ and $x$ and moves $R^\dagger$ onto the left-hand vector, which produces the squared norm of $Rx$. `state_energy_exact_iff` first shows in `h` that equal expectation values mean $Rx=0$, because a vector of zero norm vanishes. It then uses the form of $Rx$ from `e`: one direction takes $Q^\dagger Px$ as the coefficient vector, and the other substitutes $Px=Qc$ and cancels $Q^\dagger Q$.

`kineticEnergy_mono_basis` applies `kinetic_balance` to `Qᴴ * P` and `W`, as in the argument with $P'$. The equations `e1` and `e2` identify the two resulting matrices with the kinetic energies for $Q$ and $QW$.

`kinetic_balance_witness` treats the spin-up example. It proves that `sigmaDotP` is Hermitian, checks the normalisation of `spinUp`, and writes both traces as sums over matrix entries. The final `linear_combination` steps use $i^2=-1$ to turn the products of $p_x\pm ip_y$ into $p_x^2+p_y^2$.
